# Curvature of the same-spin pair density for real orbitals in one dimension

Let f_i be finitely many twice differentiable real orbitals on the line, with density matrix g(x,y) = ∑_i f_i(x) f_i(y) and density r(x) = g(x,x). The pair density P(x,y) = r(x) r(y) − g(x,y)² then satisfies

∂²P/∂y² at y = x  =  2 r ∑_i f_i'² − r'²/2,

with everything on the right taken at x. For a single orbital this curvature is zero.

For N orthonormal orbitals of one spin, P is the same-spin pair density of a single Slater determinant, normalised so that its integral over x and y is N(N − 1), the number of ordered pairs. Dividing the curvature by 2r, where r > 0, gives ∑ f_i'² − r'²/(4r), the one-dimensional form of the quantity from which the electron localisation function is built. In this single-determinant model, its vanishing for one orbital is the property that some density functionals use to recognise one-electron regions and reduce self-interaction there.

## Two derivatives and a cancellation

Differentiate P twice with respect to y, holding x fixed:

∂P/∂y = r(x) r'(y) − 2 g ∂g/∂y,

∂²P/∂y² = r(x) r''(y) − 2 (∂g/∂y)² − 2 g ∂²g/∂y².

At y = x we have g = r, ∂g/∂y = ∑ f_i f_i' = r'/2 and ∂²g/∂y² = ∑ f_i f_i''. Hence P = r² − r² = 0 and ∂P/∂y = r r' − r r' = 0. Since r'' = 2∑ f_i'² + 2∑ f_i f_i'', the second derivative is

2r ∑ f_i'² + 2r ∑ f_i f_i'' − r'²/2 − 2r ∑ f_i f_i'',

and the terms containing f_i'' cancel.

## Determinants and Wronskians

For real numbers a_i and b_i, expanding the square and summing gives Lagrange's identity:

∑_ij (a_i b_j − a_j b_i)² = 2 [ (∑ a_i²)(∑ b_i²) − (∑ a_i b_i)² ].

With a_i = f_i(x) and b_i = f_i(y), it reads P = ½ ∑_ij D_ij², where D_ij = f_i(x) f_j(y) − f_j(x) f_i(y). With b_i = f_i'(x) instead, and ∑ f_i f_i' = r'/2, it turns the curvature into ∑_ij W_ij², where W_ij = f_i f_j' − f_j f_i'. A single orbital has only W_11 = 0.

As a function of y, D_ij vanishes at y = x with slope W_ij. So D_ij/(y − x) tends to W_ij, and P/(y − x)² tends to half the curvature.

If P vanishes everywhere, so does every D_ij. Either all orbitals are zero, or some f_k(a) ≠ 0, and then f_i(y) = [f_i(a)/f_k(a)] f_k(y): all orbitals are multiples of f_k. Conversely, multiples of one function make every D_ij zero.

## Two linear orbitals at the origin

Take f_1 = 1 + 2x and f_2 = 3 + x as local forms of two orbitals near x = 0. There r = 1 + 9 = 10, ∑ f_i'² = 4 + 1 = 5 and r' = 2(1·2 + 3·1) = 10, so the curvature is 2·10·5 − 100/2 = 50. Directly, D_12 = (3 + y) − 3(1 + 2y) = −5y, so P(0,y) = 25y², whose second derivative is 50.

## Orbitals, densities and curvature in Lean

The orbitals are a family `f : ι → ℝ → ℝ` over a finite index type, which may be empty. Neither normalisation nor orthogonality is assumed, so the theorems hold for any real functions of one coordinate that meet the differentiability conditions stated in each. Complex orbitals, three dimensions and correlated wavefunctions are not covered.

```lean
import Mathlib

open Filter Topology

namespace LocalisationCurvature

noncomputable section

variable {ι : Type*} [Fintype ι]
```

The density carries no spin factor: the family lists the occupied orbitals of one spin.

```lean
/-- The density `r(x)`, the sum of the squared orbitals. -/
def density (f : ι → ℝ → ℝ) (x : ℝ) : ℝ := ∑ i, f i x ^ 2

/-- The one-particle density matrix `g(x, y)` of real orbitals. -/
def densityMatrix (f : ι → ℝ → ℝ) (x y : ℝ) : ℝ := ∑ i, f i x * f i y

/-- The same-spin pair density `r(x) r(y) - g(x, y)^2`. -/
def pairDensity (f : ι → ℝ → ℝ) (x y : ℝ) : ℝ :=
  density f x * density f y - densityMatrix f x y ^ 2
```

The gradient sum has no factor ½, so it is twice the non-negative form ½∑ f_i'² of the kinetic energy density in atomic units.

```lean
/-- The sum of the squared orbital gradients. -/
def gradSq (f : ι → ℝ → ℝ) (x : ℝ) : ℝ := ∑ i, deriv (f i) x ^ 2
```

The curvature is defined by its formula; its identification with a second derivative is a theorem below. Lean's `deriv` returns 0 where no derivative exists, so the differentiability hypotheses give the formula its meaning.

```lean
/-- The expression `2 r ∑ f_i'^2 - r'^2 / 2`, formed from the density, its derivative and the
orbital derivatives. -/
def curvature (f : ι → ℝ → ℝ) (x : ℝ) : ℝ :=
  2 * density f x * gradSq f x - deriv (density f) x ^ 2 / 2
```

## The determinant form

The proof expands each square with `ring`, then factors the double sums.

```lean
/-- Lagrange's identity for two finite families of real numbers. -/
theorem lagrange_identity (a b : ι → ℝ) :
    ∑ i, ∑ j, (a i * b j - a j * b i) ^ 2 =
      2 * ((∑ i, a i ^ 2) * (∑ i, b i ^ 2) - (∑ i, a i * b i) ^ 2) := by
  have h : ∀ i j, (a i * b j - a j * b i) ^ 2 =
      a i ^ 2 * b j ^ 2 + b i ^ 2 * a j ^ 2 - 2 * ((a i * b i) * (a j * b j)) := by
    intro i j
    ring
  simp_rw [h, Finset.sum_sub_distrib, Finset.sum_add_distrib, ← Finset.mul_sum,
    ← Finset.sum_mul]
  ring
```

Substituting orbital values at x and y gives the pair density.

```lean
/-- The pair density is half the sum of the squares of all two-orbital determinants. -/
theorem pairDensity_eq_determinants (f : ι → ℝ → ℝ) (x y : ℝ) :
    pairDensity f x y = (∑ i, ∑ j, (f i x * f j y - f j x * f i y) ^ 2) / 2 := by
  rw [lagrange_identity (fun i => f i x) (fun i => f i y)]
  simp only [pairDensity, density, densityMatrix]
  ring
```

## Derivatives at coincidence

The product rule, summed over orbitals, gives r' = 2∑ f_i f_i'.

```lean
/-- The density gradient is `2 ∑ f_i f_i'`. -/
theorem hasDerivAt_density (f : ι → ℝ → ℝ) (x : ℝ)
    (hf : ∀ i, DifferentiableAt ℝ (f i) x) :
    HasDerivAt (density f) (2 * ∑ i, f i x * deriv (f i) x) x := by
  have e : density f = fun y => ∑ i, f i y * f i y := by
    funext y
    simp only [density, pow_two]
  have h : HasDerivAt (fun y => ∑ i, f i y * f i y)
      (∑ i, (deriv (f i) x * f i x + f i x * deriv (f i) x)) x :=
    HasDerivAt.fun_sum fun i _ => (hf i).hasDerivAt.fun_mul (hf i).hasDerivAt
  rw [e]
  refine h.congr_deriv ?_
  rw [Finset.mul_sum]
  exact Finset.sum_congr rfl fun i _ => by ring
```

The next lemma is the formula for ∂P/∂y at general y. `HasDerivAt` says that the function is differentiable at the point with the stated derivative.

```lean
/-- The derivative of the pair density with respect to the position `y` of the second electron. -/
theorem hasDerivAt_pairDensity (f : ι → ℝ → ℝ) (x y : ℝ)
    (hf : ∀ i, DifferentiableAt ℝ (f i) y) :
    HasDerivAt (fun z => pairDensity f x z)
      (density f x * (2 * ∑ i, f i y * deriv (f i) y)
        - 2 * densityMatrix f x y * ∑ i, f i x * deriv (f i) y) y := by
  have hg : HasDerivAt (fun z => densityMatrix f x z) (∑ i, f i x * deriv (f i) y) y :=
    HasDerivAt.fun_sum fun i _ => (hf i).hasDerivAt.const_mul (f i x)
  have h := ((hasDerivAt_density f y hf).const_mul (density f x)).fun_sub (hg.fun_mul hg)
  have e : (fun z => pairDensity f x z) = fun z =>
      density f x * density f z - densityMatrix f x z * densityMatrix f x z := by
    funext z
    simp only [pairDensity, pow_two]
  rw [e]
  refine h.congr_deriv ?_
  ring
```

Setting y = x and replacing g by r gives the double zero.

```lean
/-- At coincidence the pair density and its first derivative both vanish. -/
theorem pairDensity_contact (f : ι → ℝ → ℝ) (x : ℝ)
    (hf : ∀ i, DifferentiableAt ℝ (f i) x) :
    pairDensity f x x = 0 ∧ HasDerivAt (fun y => pairDensity f x y) 0 x := by
  have e : densityMatrix f x x = density f x := by
    simp only [densityMatrix, density, pow_two]
  constructor
  · rw [pairDensity, e]
    ring
  · refine (hasDerivAt_pairDensity f x x hf).congr_deriv ?_
    rw [e]
    ring
```

The main theorem applies `HasDerivAt` to the first derivative of P. It requires the orbitals to be differentiable everywhere, and their derivatives to be differentiable at x. In the proof, `e` rewrites the first derivative as an explicit function, while `h1`, `h2` and `h3` differentiate its three sums. The final `ring` performs the cancellation.

```lean
/-- The second `y`-derivative of `r(x) r(y) - g(x, y)^2` at `y = x` is
`2 r ∑ f_i'^2 - r'^2 / 2`. -/
theorem second_deriv_pairDensity (f : ι → ℝ → ℝ) (x : ℝ)
    (hf : ∀ i, Differentiable ℝ (f i))
    (hf' : ∀ i, DifferentiableAt ℝ (deriv (f i)) x) :
    HasDerivAt (deriv fun y => pairDensity f x y)
      (2 * density f x * gradSq f x - deriv (density f) x ^ 2 / 2) x := by
  have e : (deriv fun y => pairDensity f x y) = fun y =>
      density f x * (2 * ∑ i, f i y * deriv (f i) y)
        - 2 * densityMatrix f x y * ∑ i, f i x * deriv (f i) y :=
    funext fun y => (hasDerivAt_pairDensity f x y fun i => hf i y).deriv
  have h1 : HasDerivAt (fun y => ∑ i, f i y * deriv (f i) y)
      (∑ i, (deriv (f i) x * deriv (f i) x + f i x * deriv (deriv (f i)) x)) x :=
    HasDerivAt.fun_sum fun i _ => (hf i x).hasDerivAt.fun_mul (hf' i).hasDerivAt
  have h2 : HasDerivAt (fun y => ∑ i, f i x * deriv (f i) y)
      (∑ i, f i x * deriv (deriv (f i)) x) x :=
    HasDerivAt.fun_sum fun i _ => (hf' i).hasDerivAt.const_mul (f i x)
  have h3 : HasDerivAt (fun y => densityMatrix f x y) (∑ i, f i x * deriv (f i) x) x :=
    HasDerivAt.fun_sum fun i _ => (hf i x).hasDerivAt.const_mul (f i x)
  have e0 : densityMatrix f x x = density f x := by
    simp only [densityMatrix, density, pow_two]
  rw [e]
  refine (((h1.const_mul 2).const_mul (density f x)).fun_sub
    ((h3.const_mul 2).fun_mul h2)).congr_deriv ?_
  -- the terms with second derivatives of the orbitals cancel
  rw [(hasDerivAt_density f x fun i => hf i x).deriv, Finset.sum_add_distrib, e0]
  simp only [gradSq, pow_two]
  ring
```

## Wronskians and the single orbital

First derivatives at x suffice here. The sum runs over ordered pairs, so each distinct pair counts twice.

```lean
/-- The curvature is the sum of the squared Wronskians of all ordered pairs of orbitals. -/
theorem curvature_eq_wronskians (f : ι → ℝ → ℝ) (x : ℝ)
    (hf : ∀ i, DifferentiableAt ℝ (f i) x) :
    curvature f x = ∑ i, ∑ j, (f i x * deriv (f j) x - f j x * deriv (f i) x) ^ 2 := by
  rw [lagrange_identity (fun i => f i x) (fun i => deriv (f i) x), curvature,
    (hasDerivAt_density f x hf).deriv]
  simp only [density, gradSq]
  ring
```

`Subsingleton ι` means at most one orbital. Any two indices are then equal, and each Wronskian is zero.

```lean
/-- The curvature vanishes when there is at most one orbital. -/
theorem curvature_single_orbital [Subsingleton ι] (f : ι → ℝ → ℝ) (x : ℝ)
    (hf : ∀ i, DifferentiableAt ℝ (f i) x) : curvature f x = 0 := by
  rw [curvature_eq_wronskians f x hf]
  refine Finset.sum_eq_zero fun i _ => Finset.sum_eq_zero fun j _ => ?_
  rw [Subsingleton.elim i j]
  ring
```

## The short-range law

The filter `𝓝[≠] x` lets y approach x without reaching it. `hD` is the limit of D_ij/(y − x); squaring, summing and halving give the result, without second derivatives.

```lean
/-- For orbitals differentiable at `x`, the pair density divided by the squared distance
tends to half the curvature as the two positions merge. -/
theorem pairDensity_short_range (f : ι → ℝ → ℝ) (x : ℝ)
    (hf : ∀ i, DifferentiableAt ℝ (f i) x) :
    Tendsto (fun y => pairDensity f x y / (y - x) ^ 2) (𝓝[≠] x) (𝓝 (curvature f x / 2)) := by
  -- each determinant vanishes linearly, with the Wronskian as slope
  have hD : ∀ i j, Tendsto (fun y => (f i x * f j y - f j x * f i y) / (y - x)) (𝓝[≠] x)
      (𝓝 (f i x * deriv (f j) x - f j x * deriv (f i) x)) := by
    intro i j
    have h := ((hf j).hasDerivAt.const_mul (f i x)).fun_sub
      ((hf i).hasDerivAt.const_mul (f j x))
    refine (hasDerivAt_iff_tendsto_slope.mp h).congr fun y => ?_
    rw [slope_def_field]
    ring
  have hs := (tendsto_finsetSum Finset.univ fun i _ =>
    tendsto_finsetSum Finset.univ fun j _ => (hD i j).pow 2).div_const 2
  rw [curvature_eq_wronskians f x hf]
  refine hs.congr fun y => ?_
  rw [pairDensity_eq_determinants]
  simp only [div_pow, ← Finset.sum_div]
  ring
```

## When the pair density vanishes everywhere

This equivalence needs no differentiability. The proof follows the argument by hand, using the fact that a zero sum of squares has only zero terms. For orthonormal orbitals, the condition leaves room for at most one.

```lean
/-- The pair density vanishes everywhere exactly when all orbitals are multiples of one
common function. -/
theorem pairDensity_eq_zero_iff (f : ι → ℝ → ℝ) :
    (∀ x y, pairDensity f x y = 0) ↔
      ∃ (φ : ℝ → ℝ) (c : ι → ℝ), ∀ i x, f i x = c i * φ x := by
  constructor
  · intro h
    by_cases h0 : ∀ i x, f i x = 0
    · exact ⟨fun _ => 0, fun _ => 0, fun i x => by rw [h0 i x]; ring⟩
    · -- an orbital that is non-zero somewhere serves as the common function
      obtain ⟨k, hk'⟩ := not_forall.mp h0
      obtain ⟨a, hk⟩ := not_forall.mp hk'
      refine ⟨f k, fun i => f i a / f k a, fun i y => ?_⟩
      have hs : ∑ i, ∑ j, (f i a * f j y - f j a * f i y) ^ 2 = 0 := by
        have := h a y
        rw [pairDensity_eq_determinants] at this
        linarith
      have h1 := (Finset.sum_eq_zero_iff_of_nonneg fun i _ =>
        Finset.sum_nonneg fun j _ => sq_nonneg _).mp hs i (Finset.mem_univ i)
      have h2 := (Finset.sum_eq_zero_iff_of_nonneg fun j _ => sq_nonneg _).mp h1 k
        (Finset.mem_univ k)
      have h3 : f i a * f k y - f k a * f i y = 0 := (pow_eq_zero_iff two_ne_zero).mp h2
      rw [div_mul_eq_mul_div, eq_div_iff hk]
      linarith
  · rintro ⟨φ, c, hc⟩ x y
    have hz : ∀ i j, f i x * f j y - f j x * f i y = 0 := by
      intro i j
      rw [hc i x, hc j y, hc j x, hc i y]
      ring
    simp [pairDensity_eq_determinants, hz]
```

Vanishing curvature is a weaker condition, as an example not formalised here shows: two smooth non-zero orbitals with disjoint supports have zero curvature everywhere, although P is not identically zero.

## A pair with constant curvature

For cos and sin the Wronskian is 1, and the two ordered pairs give 2. Normalised over one period, the orbitals are cos x/√π and sin x/√π, with curvature 2/π².

```lean
/-- For the two orbitals `cos` and `sin` the curvature equals 2 at every point. -/
theorem curvature_cos_sin (x : ℝ) : curvature ![Real.cos, Real.sin] x = 2 := by
  have hf : ∀ i, DifferentiableAt ℝ ((![Real.cos, Real.sin] : Fin 2 → ℝ → ℝ) i) x := by
    intro i
    fin_cases i
    · exact Real.differentiable_cos x
    · exact Real.differentiable_sin x
  rw [curvature_eq_wronskians _ x hf]
  simp only [Fin.sum_univ_two, Matrix.cons_val_zero, Matrix.cons_val_one,
    Real.deriv_cos, Real.deriv_sin]
  linear_combination (2 * (Real.sin x ^ 2 + Real.cos x ^ 2) + 2) * Real.sin_sq_add_cos_sq x

end

end LocalisationCurvature
```

```lean
#print axioms LocalisationCurvature.curvature_single_orbital
-- 'LocalisationCurvature.curvature_single_orbital' depends on axioms: [propext, Classical.choice, Quot.sound]
#print axioms LocalisationCurvature.pairDensity_short_range
-- 'LocalisationCurvature.pairDensity_short_range' depends on axioms: [propext, Classical.choice, Quot.sound]
#print axioms LocalisationCurvature.pairDensity_eq_zero_iff
-- 'LocalisationCurvature.pairDensity_eq_zero_iff' depends on axioms: [propext, Classical.choice, Quot.sound]
#print axioms LocalisationCurvature.curvature_cos_sin
-- 'LocalisationCurvature.curvature_cos_sin' depends on axioms: [propext, Classical.choice, Quot.sound]
```
